# A matrix that commutes with exp(−A), for a finite Hermitian matrix A, commutes with A

Let A be a finite Hermitian complex matrix, read as a Hamiltonian multiplied by an imaginary-time step, and let M be any complex matrix of the same size, not necessarily Hermitian. The theorem says that if M commutes with the single propagator exp(−A), then M commutes with A itself. The attempt diagonalises A and shows that the propagator is diagonal in the same basis, with entries exp(−dᵢ), where the dᵢ are the real eigenvalues of A. In that basis, commuting with the propagator means that a nonzero element of M can only connect states with equal exp(−dᵢ), and so with equal dᵢ, because the real exponential is injective. Hence M commutes with the diagonal form of A, and changing back to the original basis gives the result.

In Lean, a first try:

```lean
import Mathlib

open Matrix
open scoped ComplexOrder

namespace CommuteOfCommutePropagator

noncomputable section

variable {n : Type*} [Fintype n] [DecidableEq n]

/-- The imaginary-time propagator `exp(-A)`, with the time step absorbed in `A`. -/
def propagator (A : Matrix n n ℂ) : Matrix n n ℂ := NormedSpace.exp (-A)

/-- A matrix that commutes with `exp(-A)`, for Hermitian `A`, commutes with `A`. -/
theorem commute_of_commute_propagator {A M : Matrix n n ℂ} (hA : A.IsHermitian)
    (h : Commute (propagator A) M) : Commute A M := by
  obtain ⟨U, V, d, hVU, hUV, hAe⟩ : ∃ (U V : Matrix n n ℂ) (d : n → ℝ),
      V * U = 1 ∧ U * V = 1 ∧ A = U * diagonal (fun i => (d i : ℂ)) * V := by
    refine ⟨hA.eigenvectorUnitary, star (hA.eigenvectorUnitary : Matrix n n ℂ),
      hA.eigenvalues, Unitary.coe_star_mul_self _, Unitary.coe_mul_star_self _, ?_⟩
    have hs := hA.spectral_theorem
    rw [Unitary.conjStarAlgAut_apply] at hs
    exact hs
  -- the propagator is diagonal in the same basis
  have hE : propagator A = U * diagonal (fun i => ((Real.exp (-d i) : ℝ) : ℂ)) * V := by
    have hU : IsUnit U := ⟨⟨U, V, hUV, hVU⟩, rfl⟩
    have hneg : -A = U * diagonal (fun i => -(d i : ℂ)) * U⁻¹ := by
      rw [Matrix.inv_eq_right_inv hUV, hAe, ← Matrix.neg_mul, ← Matrix.mul_neg,
        Matrix.diagonal_neg]
      rfl
    rw [propagator, hneg, Matrix.exp_conj _ _ hU, Matrix.exp_diagonal,
      Matrix.inv_eq_right_inv hUV]
    congr 3
    funext i
    rw [Pi.coe_exp, ← Complex.exp_eq_exp_ℂ]
    push_cast
    rfl
  have hN : diagonal (fun i => ((Real.exp (-d i) : ℝ) : ℂ)) * (V * M * U)
      = (V * M * U) * diagonal (fun i => ((Real.exp (-d i) : ℝ) : ℂ)) := by
    calc _ = (V * U) * diagonal (fun i => ((Real.exp (-d i) : ℝ) : ℂ)) * (V * M * U) := by
          rw [hVU, one_mul]
      _ = V * ((U * diagonal (fun i => ((Real.exp (-d i) : ℝ) : ℂ)) * V) * M) * U := by
          simp only [mul_assoc]
      _ = V * (M * (U * diagonal (fun i => ((Real.exp (-d i) : ℝ) : ℂ)) * V)) * U := by
          rw [← hE, h.eq]
      _ = (V * M * U) * diagonal (fun i => ((Real.exp (-d i) : ℝ) : ℂ)) * (V * U) := by
          simp only [mul_assoc]
      _ = _ := by rw [hVU, mul_one]
  -- a nonzero matrix element connects only equal eigenvalues
  have hD : diagonal (fun i => (d i : ℂ)) * (V * M * U)
      = (V * M * U) * diagonal (fun i => (d i : ℂ)) := by
    ext i j
    have hij := congrFun (congrFun hN i) j
    rw [diagonal_mul, mul_diagonal] at hij ⊢
    by_cases h0 : (V * M * U) i j = 0
    · rw [h0, mul_zero, zero_mul]
    · have he := mul_right_cancel₀ h0 (hij.trans (mul_comm _ _))
      have hd : d i = d j :=
        neg_injective (Real.exp_injective (Complex.ofReal_injective he))
      rw [hd, mul_comm]
  change A * M = M * A
  calc A * M = (U * diagonal (fun i => (d i : ℂ)) * V) * M * (U * V) := by
        rw [hUV, mul_one, ← hAe]
    _ = U * (diagonal (fun i => (d i : ℂ)) * (V * M * U)) * V := by
        simp only [mul_assoc]
    _ = U * ((V * M * U) * diagonal (fun i => (d i : ℂ))) * V := by rw [hD]
    _ = (U * V) * M * (U * diagonal (fun i => (d i : ℂ)) * V) := by
        simp only [mul_assoc]
    _ = M * A := by rw [hUV, one_mul, ← hAe]

end

end CommuteOfCommutePropagator
```

Lean reports:

```
Main.lean:31:6: error: No goals to be solved
```

The message "No goals to be solved" points at the `rfl` that ends the proof of `hneg`, the statement that −A is `U` times the diagonal matrix of negated eigenvalues times `U⁻¹`. Nothing is left for that `rfl` to prove.

The `rw` before it replaces `U⁻¹` by `V`, writes `A` in its diagonalised form, and moves the minus sign inward until `Matrix.diagonal_neg` takes it into the diagonal entries. The two sides then agree. After its last rewrite, `rw` tries `rfl` by itself, and here that closes the goal. The explicit `rfl` on the next line therefore runs with no goal, which Lean reports as an error.

The diff deletes that line and changes nothing else. The rewrites were already right and already finished the proof of `hneg`.

Fix (accepted with no message):

```diff
@@ -29,5 +29,4 @@
       rw [Matrix.inv_eq_right_inv hUV, hAe, ← Matrix.neg_mul, ← Matrix.mul_neg,
         Matrix.diagonal_neg]
-      rfl
     rw [propagator, hneg, Matrix.exp_conj _ _ hU, Matrix.exp_diagonal,
       Matrix.inv_eq_right_inv hUV]
```
